# Rotation symmetry of order three or more forces zero splitting in a time-reversal-invariant two-state bright exciton

The fine-structure splitting of a bright exciton can be defined by a formula in the matrix entries or by the spectrum. Here it is defined by the spectrum: an energy level of the $2\times2$ Hamiltonian $H$ is a real $E$ for which $Hv=Ev$ has a nonzero solution $v$, and the splitting $\Delta$ is the largest distance between two levels. The familiar expression $2|d|$, where $d$ is the coupling between the two circular polarisations, then has to be derived.

## Splitting and the order of the rotation axis

The basis states are the circularly polarised bright excitons with angular momentum $+1$ and $-1$ along the axis of the dot, numbered 0 and 1. Write

$$H=\begin{pmatrix} a & d\\ \bar d & b\end{pmatrix},\qquad R_n=\begin{pmatrix} e^{2\pi i/n} & 0\\ 0 & e^{-2\pi i/n}\end{pmatrix},$$

with $a,b$ real and $d$ complex. Let $a=b$, which for a Hermitian $H$ means time-reversal invariance, and let $H$ commute with the $n$-fold rotation $R_n$.

- If $n\ge3$, then $H=a\,\mathbb 1$ and $\Delta=0$.
- If $n=2$, every $d$ is allowed, and $\Delta=2|d|$.

## Symmetry checks in a quantum-dot code

Suppose that a code reduces a dot calculation to an effective Hamiltonian for the two bright states. If the discretised model keeps a three-fold axis and time reversal, this two-state block must have zero splitting, so a value well above the numerical error points to a broken symmetry or a fault in the code. A Cartesian mesh, for example, breaks the symmetry of a three-fold dot whose axis lies along a mesh direction, and can introduce a spurious coupling.

The symmetry that counts is that of the full model. A lens-shaped zincblende dot grown along [001] may look cylindrical in a continuum description, while its atomic structure has only a two-fold rotation axis along the growth direction. Two-fold rotation alone gives no reason to expect $\Delta=0$.

When $a=b$ is guaranteed, computing $2|d|$ directly also avoids subtracting two nearly equal eigenvalues.

## From the secular equation to the rotation phases

A nonzero solution of $(H-E)v=0$ exists exactly when the determinant vanishes:

$$(a-E)(b-E)=|d|^2.$$

Multiplying by 4 and completing the square gives

$$(2E-a-b)^2=(a-b)^2+4|d|^2.$$

Let $s=\sqrt{(a-b)^2+4|d|^2}$. The levels are $E=(a+b\pm s)/2$, so $\Delta=s$. For $a=b$ this becomes $\Delta=2|d|$.

Time reversal conjugates the entries and exchanges the two polarisations. With $X$ the exchange matrix,

$$X\bar HX=\begin{pmatrix} b & d\\ \bar d & a\end{pmatrix}.$$

This equals $H$ exactly when $a=b$. The equal-diagonal hypothesis thus says that the two circular polarisations have no net difference in diagonal energy, such as a magnetic field along the axis would produce.

Now put $z=e^{2\pi i/n}$ and $w=e^{-2\pi i/n}$. The off-diagonal entries of $HR_n=R_nH$ read

$$d\,w=z\,d,\qquad \bar d\,z=w\,\bar d,$$

so $(z-w)d=0$. If $z=w$, the two exponents differ by an integer multiple of $2\pi i$, which gives $2=kn$ for some integer $k$. For $n\ge3$ this is impossible: $k\le0$ makes the right side at most 0, and $k\ge1$ makes it at least 3. Hence $d=0$, and with $a=b$ the matrix is $a\,\mathbb 1$.

For $n=2$ both phases equal $-1$. Then $R_2=-\mathbb 1$ commutes with every matrix and places no restriction on $d$.

The same argument settles a neighbouring case. If $n\ge3$ but $a\ne b$, as for a magnetic field along the axis, the coupling still vanishes and the general formula leaves $\Delta=|a-b|$.

## The Lean development

```lean
import Mathlib

open Matrix

namespace BrightExciton

noncomputable section

/-- Rotation by the angle `2π/n`, for `n ≥ 1`, acting on the two circularly polarised
bright excitons of angular momentum `+1` and `-1`. -/
def rotation (n : ℕ) : Matrix (Fin 2) (Fin 2) ℂ :=
  !![Complex.exp (2 * Real.pi * Complex.I / n), 0;
     0, Complex.exp (-(2 * Real.pi * Complex.I / n))]

/-- The energy levels of `H`: real `E` for which `H v = E v` has a nonzero solution. -/
def levels (H : Matrix (Fin 2) (Fin 2) ℂ) : Set ℝ :=
  {E | ∃ v : Fin 2 → ℂ, v ≠ 0 ∧ H *ᵥ v = (E : ℂ) • v}

/-- The fine-structure splitting: the largest distance between two energy levels. -/
def splitting (H : Matrix (Fin 2) (Fin 2) ℂ) : ℝ := Metric.diam (levels H)

/-- Time reversal of a Hamiltonian: complex conjugation together with the exchange of
the two circular polarisations. -/
def timeReversal (H : Matrix (Fin 2) (Fin 2) ℂ) : Matrix (Fin 2) (Fin 2) ℂ :=
  !![0, 1; 1, 0] * H.map star * !![0, 1; 1, 0]

/-- The bright-exciton Hamiltonian with mean energy `E` and coupling `d` between the two
circular polarisations. -/
def exciton (E : ℝ) (d : ℂ) : Matrix (Fin 2) (Fin 2) ℂ :=
  !![(E : ℂ), d; star d, (E : ℂ)]

variable {H : Matrix (Fin 2) (Fin 2) ℂ}

/-- A Hermitian exciton Hamiltonian is invariant under time reversal exactly when its
two diagonal entries are equal. -/
theorem timeReversal_eq_iff (hH : H.IsHermitian) :
    timeReversal H = H ↔ H 0 0 = H 1 1 := by
  have e : timeReversal H =
      !![star (H 1 1), star (H 1 0); star (H 0 1), star (H 0 0)] := by
    ext i j
    simp only [timeReversal, Matrix.mul_apply, Fin.sum_univ_two, Matrix.map_apply]
    fin_cases i <;> fin_cases j <;> simp
  rw [e, hH.apply 1 1, hH.apply 0 1, hH.apply 1 0, hH.apply 0 0]
  constructor
  · intro h
    simpa using (congrFun (congrFun h 0) 0).symm
  · intro h
    ext i j
    fin_cases i <;> fin_cases j <;> simp [h]

/-- The secular equation: `E` is a level of a Hermitian `H` exactly when the product of
the two detunings equals the squared modulus of the coupling. -/
theorem mem_levels_iff (hH : H.IsHermitian) (E : ℝ) :
    E ∈ levels H ↔ ((H 0 0).re - E) * ((H 1 1).re - E) = ‖H 0 1‖ ^ 2 := by
  have h00 : H 0 0 = ((H 0 0).re : ℂ) := (Complex.conj_eq_iff_re.mp (hH.apply 0 0)).symm
  have h11 : H 1 1 = ((H 1 1).re : ℂ) := (Complex.conj_eq_iff_re.mp (hH.apply 1 1)).symm
  have hn : H 0 1 * H 1 0 = (‖H 0 1‖ : ℂ) ^ 2 := by
    rw [← hH.apply 1 0]
    have h := Complex.mul_conj (H 0 1)
    rw [Complex.normSq_eq_norm_sq, Complex.ofReal_pow] at h
    exact h
  have hdet : (H - (E : ℂ) • (1 : Matrix (Fin 2) (Fin 2) ℂ)).det =
      ((((H 0 0).re - E) * ((H 1 1).re - E) - ‖H 0 1‖ ^ 2 : ℝ) : ℂ) := by
    have h : (H - (E : ℂ) • (1 : Matrix (Fin 2) (Fin 2) ℂ)).det =
        (H 0 0 - E) * (H 1 1 - E) - H 0 1 * H 1 0 := by
      simp [Matrix.det_fin_two]
    rw [h]
    push_cast
    linear_combination (H 1 1 - E) * h00 + (((H 0 0).re : ℂ) - E) * h11 - hn
  -- a nonzero eigenvector exists exactly when the secular determinant vanishes
  have key : E ∈ levels H ↔ (H - (E : ℂ) • (1 : Matrix (Fin 2) (Fin 2) ℂ)).det = 0 := by
    rw [← Matrix.exists_mulVec_eq_zero_iff]
    simp only [levels, Set.mem_ofPred_eq, Matrix.sub_mulVec, Matrix.smul_mulVec,
      Matrix.one_mulVec, sub_eq_zero]
  rw [key, hdet, Complex.ofReal_eq_zero, sub_eq_zero]

/-- The levels of a Hermitian `H` lie symmetrically about the mean of its diagonal
entries. -/
theorem levels_eq (hH : H.IsHermitian) :
    levels H =
      {((H 0 0).re + (H 1 1).re + √(((H 0 0).re - (H 1 1).re) ^ 2 + 4 * ‖H 0 1‖ ^ 2)) / 2,
       ((H 0 0).re + (H 1 1).re - √(((H 0 0).re - (H 1 1).re) ^ 2 + 4 * ‖H 0 1‖ ^ 2)) / 2} := by
  ext E
  rw [mem_levels_iff hH, Set.mem_insert_iff, Set.mem_singleton_iff]
  have hs := Real.sq_sqrt
    (show 0 ≤ ((H 0 0).re - (H 1 1).re) ^ 2 + 4 * ‖H 0 1‖ ^ 2 by positivity)
  generalize √(((H 0 0).re - (H 1 1).re) ^ 2 + 4 * ‖H 0 1‖ ^ 2) = s at hs ⊢
  constructor
  · intro h
    -- factor the quadratic secular equation
    have hf : (2 * E - ((H 0 0).re + (H 1 1).re) - s) *
        (2 * E - ((H 0 0).re + (H 1 1).re) + s) = 0 := by
      linear_combination 4 * h - hs
    rcases mul_eq_zero.mp hf with h | h
    · left; linarith
    · right; linarith
  · rintro (rfl | rfl) <;> linear_combination hs / 4

/-- The splitting of a Hermitian `H` combines the difference of its diagonal entries and
twice the modulus of the coupling in quadrature. -/
theorem splitting_eq (hH : H.IsHermitian) :
    splitting H = √(((H 0 0).re - (H 1 1).re) ^ 2 + 4 * ‖H 0 1‖ ^ 2) := by
  rw [splitting, levels_eq hH, Metric.diam_pair, Real.dist_eq]
  have h0 := Real.sqrt_nonneg (((H 0 0).re - (H 1 1).re) ^ 2 + 4 * ‖H 0 1‖ ^ 2)
  generalize √(((H 0 0).re - (H 1 1).re) ^ 2 + 4 * ‖H 0 1‖ ^ 2) = s at h0 ⊢
  rw [show ((H 0 0).re + (H 1 1).re + s) / 2 - ((H 0 0).re + (H 1 1).re - s) / 2 = s by ring,
    abs_of_nonneg h0]

/-- With equal diagonal entries the splitting is twice the modulus of the coupling. -/
theorem splitting_of_equal_diagonal (hH : H.IsHermitian) (hd : H 0 0 = H 1 1) :
    splitting H = 2 * ‖H 0 1‖ := by
  rw [splitting_eq hH, hd, sub_self,
    show (0 : ℝ) ^ 2 + 4 * ‖H 0 1‖ ^ 2 = (2 * ‖H 0 1‖) ^ 2 by ring,
    Real.sqrt_sq (by positivity)]

/-- For `n ≥ 3`, a matrix commutes with the `n`-fold rotation exactly when it does not
couple the two circular polarisations. -/
theorem commute_rotation_iff {n : ℕ} (hn : 3 ≤ n) :
    Commute H (rotation n) ↔ H 0 1 = 0 ∧ H 1 0 = 0 := by
  -- the two polarisations acquire different phases
  have hzw : Complex.exp (2 * Real.pi * Complex.I / n) ≠
      Complex.exp (-(2 * Real.pi * Complex.I / n)) := by
    intro h
    obtain ⟨k, hk⟩ := Complex.exp_eq_exp_iff_exists_int.mp h
    have hn0 : (n : ℂ) ≠ 0 := Nat.cast_ne_zero.mpr (by omega)
    have hq : 2 * Real.pi * Complex.I / n * n = 2 * Real.pi * Complex.I :=
      div_mul_cancel₀ _ hn0
    have h2 : (2 : ℂ) = k * n := by
      apply mul_left_cancel₀ Complex.two_pi_I_ne_zero
      linear_combination (n : ℂ) * hk - 2 * hq
    have h3 : (2 : ℤ) = k * n := by exact_mod_cast h2
    have hn' : (3 : ℤ) ≤ n := by exact_mod_cast hn
    rcases le_or_gt k 0 with hk0 | hk0
    · nlinarith
    · nlinarith
  unfold rotation
  generalize Complex.exp (2 * Real.pi * Complex.I / n) = z at hzw ⊢
  generalize Complex.exp (-(2 * Real.pi * Complex.I / n)) = w at hzw ⊢
  constructor
  · intro h
    have h01 : H 0 1 * w = z * H 0 1 := by
      simpa [Matrix.mul_apply, Fin.sum_univ_two] using congrFun (congrFun h.eq 0) 1
    have h10 : H 1 0 * z = w * H 1 0 := by
      simpa [Matrix.mul_apply, Fin.sum_univ_two] using congrFun (congrFun h.eq 1) 0
    have a : (z - w) * H 0 1 = 0 := by linear_combination -h01
    have b : (z - w) * H 1 0 = 0 := by linear_combination h10
    exact ⟨(mul_eq_zero.mp a).resolve_left (sub_ne_zero.mpr hzw),
      (mul_eq_zero.mp b).resolve_left (sub_ne_zero.mpr hzw)⟩
  · rintro ⟨h01, h10⟩
    show H * _ = _ * H
    ext i j
    fin_cases i <;> fin_cases j <;>
      simp [Matrix.mul_apply, Fin.sum_univ_two, h01, h10, mul_comm]

/-- A Hermitian exciton Hamiltonian with equal diagonal entries and an `n`-fold rotation
symmetry, `n ≥ 3`, is a scalar matrix and has zero fine-structure splitting. -/
theorem scalar_and_splitting_zero {n : ℕ} (hn : 3 ≤ n) (hH : H.IsHermitian)
    (hd : H 0 0 = H 1 1) (hc : Commute H (rotation n)) :
    H = H 0 0 • (1 : Matrix (Fin 2) (Fin 2) ℂ) ∧ splitting H = 0 := by
  obtain ⟨h01, h10⟩ := (commute_rotation_iff hn).mp hc
  constructor
  · ext i j
    fin_cases i <;> fin_cases j <;> simp [h01, h10, hd]
  · rw [splitting_of_equal_diagonal hH hd, h01, norm_zero, mul_zero]

/-- For every coupling `d`, the exciton Hamiltonian is Hermitian, has the twofold
rotation symmetry, and has fine-structure splitting `2|d|`. -/
theorem twofold_splitting (E : ℝ) (d : ℂ) :
    (exciton E d).IsHermitian ∧ Commute (exciton E d) (rotation 2) ∧
      splitting (exciton E d) = 2 * ‖d‖ := by
  have hH : (exciton E d).IsHermitian := by
    ext i j
    fin_cases i <;> fin_cases j <;> simp [exciton, Matrix.conjTranspose_apply]
  -- the half turn multiplies both polarisations by -1
  have hr : rotation 2 = -1 := by
    have h : 2 * Real.pi * Complex.I / ((2 : ℕ) : ℂ) = Real.pi * Complex.I := by
      push_cast
      ring
    rw [rotation, h, Complex.exp_neg, Complex.exp_pi_mul_I]
    ext i j
    fin_cases i <;> fin_cases j <;> norm_num
  refine ⟨hH, ?_, ?_⟩
  · rw [hr]
    exact (Commute.one_right _).neg_right
  · rw [splitting_of_equal_diagonal hH (by simp [exciton])]
    simp [exciton]

/-- Among rotation symmetries of order `n ≥ 2`, those that force zero splitting for every
Hermitian exciton Hamiltonian with equal diagonal entries are exactly those with `n ≥ 3`. -/
theorem symmetry_forces_zero_splitting_iff {n : ℕ} (hn : 2 ≤ n) :
    (∀ H : Matrix (Fin 2) (Fin 2) ℂ, H.IsHermitian → H 0 0 = H 1 1 →
      Commute H (rotation n) → splitting H = 0) ↔ 3 ≤ n := by
  constructor
  · intro h
    by_contra hlt
    obtain rfl : n = 2 := by omega
    -- unit coupling is a counterexample for the twofold axis
    obtain ⟨hH, hc, hs⟩ := twofold_splitting 0 1
    have h0 := h _ hH (by simp [exciton]) hc
    rw [hs, norm_one] at h0
    norm_num at h0
  · intro h3 H hH hd hc
    exact (scalar_and_splitting_zero h3 hH hd hc).2

end

end BrightExciton
```

```lean
#print axioms BrightExciton.timeReversal_eq_iff
#print axioms BrightExciton.symmetry_forces_zero_splitting_iff
```

```
'BrightExciton.timeReversal_eq_iff' depends on axioms: [propext, Classical.choice, Quot.sound]
'BrightExciton.symmetry_forces_zero_splitting_iff' depends on axioms: [propext, Classical.choice, Quot.sound]
```

## How the lemmas follow the calculation

`mem_levels_iff` is the secular equation. It uses `Matrix.exists_mulVec_eq_zero_iff` to pass between a nonzero eigenvector and a vanishing determinant, and Hermiticity to make the diagonal real and turn $H_{01}H_{10}$ into $|H_{01}|^2$. `levels_eq` names the square root `s`, keeps only the value of its square, and factors the quadratic as $(2E-a-b-s)(2E-a-b+s)=0$. The `linear_combination` steps check this algebra. `splitting_eq` takes the diameter of the resulting pair, and `splitting_of_equal_diagonal` sets $a=b$. Both assume that `H` is Hermitian, which the docstring of the second leaves unsaid.

`timeReversal_eq_iff` compares the matrices entry by entry. `commute_rotation_iff` first shows that the phases differ: `Complex.exp_eq_exp_iff_exists_int` supplies the integer $k$, and `nlinarith` rules out $2=kn$ for either sign of $k$. It then reads off the two off-diagonal equations and cancels $z-w$. This lemma needs neither Hermiticity nor equal diagonal entries.

`scalar_and_splitting_zero` combines these results. `twofold_splitting` rewrites `rotation 2` as `-1`, which gives the commutation at once. The last theorem, `symmetry_forces_zero_splitting_iff`, uses zero mean energy and unit coupling as its counterexample for $n=2$: the splitting is 2, not 0.

## Which Hamiltonians and symmetries are covered

In `scalar_and_splitting_zero`, `H` is any complex $2\times2$ matrix with `H.IsHermitian`, `H 0 0 = H 1 1` and `Commute H (rotation n)`, where `3 ≤ n`. The conclusion has two parts: `H` is its upper diagonal entry times the identity, and `splitting H = 0`. The set `levels H` contains real energies without multiplicity, so a degenerate doublet is a single point with diameter zero. Energies are plain real numbers, in whatever unit the code uses.

`twofold_splitting` concerns `exciton E d`, the Hamiltonian with mean energy `E` and coupling `d`. For every real `E` and complex `d`, this matrix is Hermitian, commutes with the half turn and has splitting $2|d|$. The final equivalence says that, among orders $n\ge2$, the symmetry forces zero splitting for all admissible Hamiltonians exactly when $n\ge3$. A particular two-fold dot may still have $d=0$.

The sign of the phases in `rotation` is a convention. Reversing it replaces the rotation by its inverse, which commutes with the same matrices.

The reduction to two states is assumed. Dark excitons, mixing with other levels and the microscopic origin of $d$ are absent from the model, and the rotation symmetry is a hypothesis about the effective matrix, to be justified from the dot's structure. The symmetry is also exact: the theorems give no bound on the splitting when `H` commutes with the rotation only approximately.

The model could also be written in the linearly polarised basis $|x\rangle,|y\rangle$, with $|\pm\rangle=(|x\rangle\pm i|y\rangle)/\sqrt2$. Time-reversal invariance would then say that the Hermitian matrix is real, and the rotation would be an ordinary real rotation matrix instead of a diagonal one. The coupling would become $d=(H_{xx}-H_{yy})/2-iH_{xy}$, giving

$$\Delta=\sqrt{(H_{xx}-H_{yy})^2+4H_{xy}^2}.$$

The levels would be unchanged, but the commutation condition would mix the matrix entries. The circular basis reduces it to a comparison of two phases.
